# With $|\psi''''|\le M$ and $\psi(x)\neq 0$, preserving the local energy on a lattice of spacing $a$ shifts the one-dimensional potential at $x$ by at most $Ma^2/(24|\psi(x)|)$

I use units with $\hbar=m=1$. For a real wave function $\psi$ on the line and a potential $V$, the local energy at a point with $\psi(x)\neq 0$ is

$$E_L(x)=-\frac{\psi''(x)}{2\psi(x)}+V(x).$$

On a lattice of spacing $a>0$, I replace $\psi''(x)$ by the central second difference

$$D_a\psi(x)=\frac{\psi(x+a)-2\psi(x)+\psi(x-a)}{a^2}.$$

This changes the kinetic part of the local energy, so I adjust the potential at $x$ until $E_L(x)$ has its old value. If $\psi$ is $C^4$ with $|\psi''''|\le M$, the adjusted value should be unique and should differ from $V(x)$ by at most $Ma^2/(24|\psi(x)|)$. I would like to see this argued rigorously, with the constant, and checked by machine. Can the 24 be improved, and what happens with many coordinates?

## Four integrations and one linear equation

The claim holds as you state it, the 24 is optimal, and with $d$ coordinates the bound is multiplied by $d$.

**The error of the second difference.** Write $\psi^{(k)}$ for the $k$-th derivative and define, for $0\le t\le a$,

$$\begin{aligned}
g_0(t)&=\psi(x+t)+\psi(x-t)-2\psi(x)-t^2\psi''(x),\\
g_1(t)&=\psi'(x+t)-\psi'(x-t)-2t\,\psi''(x),\\
g_2(t)&=\psi''(x+t)+\psi''(x-t)-2\psi''(x),\\
g_3(t)&=\psi^{(3)}(x+t)-\psi^{(3)}(x-t),\\
g_4(t)&=\psi^{(4)}(x+t)+\psi^{(4)}(x-t).
\end{aligned}$$

Differentiation gives $g_k'=g_{k+1}$ for $k=0,1,2,3$, and $g_0,\dots,g_3$ all vanish at $t=0$. Since $|g_4|\le 2M$, integrating from $0$ to $t$ four times yields

$$|g_3|\le 2Mt,\quad |g_2|\le Mt^2,\quad |g_1|\le \tfrac13Mt^3,\quad |g_0|\le\tfrac1{12}Mt^4.$$

Because $D_a\psi(x)-\psi''(x)=g_0(a)/a^2$, we obtain

$$|D_a\psi(x)-\psi''(x)|\le \frac{Ma^2}{12}.$$

**The matched potential.** The lattice Hamiltonian with potential value $u$ at $x$ must act on $\psi$ there as multiplication by $E_L(x)$:

$$-\tfrac12D_a\psi(x)+u\,\psi(x)=E_L(x)\psi(x)=-\tfrac12\psi''(x)+V(x)\psi(x).$$

This is a linear equation for $u$ with nonzero coefficient $\psi(x)$. Its only solution is

$$w=V(x)+\frac{D_a\psi(x)-\psi''(x)}{2\psi(x)},$$

and the previous estimate gives

$$|w-V(x)|\le\frac{1}{2|\psi(x)|}\cdot\frac{Ma^2}{12}=\frac{Ma^2}{24|\psi(x)|}.$$

Multiplying $\psi$ by a constant rescales $M$ and $|\psi(x)|$ alike, so normalisation plays no role.

**The constant.** Take $\psi(y)=1+y^4$ and $x=0$. Then $\psi^{(4)}=24$, $\psi''(0)=0$ and $D_a\psi(0)=2a^4/a^2=2a^2$. The shift is $a^2$, and the bound with $M=24$ is also $a^2$, for every $a>0$. This $\psi$ is not square integrable on the line; it serves to test the local inequality.

**Several coordinates.** The Laplacian is the sum of the second derivatives along the $d$ axes. If $M$ bounds the fourth derivative along each axis, the triangle inequality bounds the total error by $dMa^2/12$, and the shift by $dMa^2/(24|\psi(x)|)$.

## The same argument in Lean

```lean
import Mathlib

open Set

namespace LatticeRegularizedPotential

noncomputable section

/-- The central second difference of `ψ` at `x` with lattice spacing `a ≠ 0`. -/
def secondDifference (ψ : ℝ → ℝ) (a x : ℝ) : ℝ :=
  (ψ (x + a) - 2 * ψ x + ψ (x - a)) / a ^ 2

/-- The local energy at a point where the wave function has Laplacian `lap` and amplitude
`p ≠ 0`, and the potential is `v`. -/
def localEnergy (lap p v : ℝ) : ℝ := -lap / (2 * p) + v

/-- The potential `v` corrected for the replacement of the Laplacian value `lap` by the lattice
value `lapLat`, at a point with amplitude `p ≠ 0`. -/
def matchedPotential (lap lapLat p v : ℝ) : ℝ := v + (lapLat - lap) / (2 * p)

/-- If a differentiable function on the line vanishes at the origin and its slope is at most `C t ^
n` in absolute value for `t` in `[0, a]`, then the function is at most `C t ^ (n + 1) / (n + 1)` in
absolute value for `t` in `[0, a]`. -/
theorem abs_le_of_slope_le {f f' : ℝ → ℝ} {C a : ℝ} (n : ℕ)
    (hf : ∀ t, HasDerivAt f (f' t) t) (h0 : f 0 = 0)
    (hb : ∀ t ∈ Icc 0 a, |f' t| ≤ C * t ^ n) :
    ∀ t ∈ Icc 0 a, |f t| ≤ C / ((n : ℝ) + 1) * t ^ (n + 1) := by
  have hn : (n : ℝ) + 1 ≠ 0 := by positivity
  have hB : ∀ t : ℝ, HasDerivAt (fun s : ℝ => C / ((n : ℝ) + 1) * s ^ (n + 1))
      (C * t ^ n) t := by
    intro t
    refine ((hasDerivAt_pow (n + 1) t).const_mul (C / ((n : ℝ) + 1))).congr_deriv ?_
    rw [Nat.add_sub_cancel, Nat.cast_add, Nat.cast_one, ← mul_assoc, div_mul_cancel₀ _ hn]
  intro t ht
  exact image_norm_le_of_norm_deriv_right_le_deriv_boundary
    (fun s _ => (hf s).continuousAt.continuousWithinAt)
    (fun s _ => (hf s).hasDerivWithinAt) (by simp [h0]) hB
    (fun s hs => hb s ⟨hs.1, hs.2.le⟩) ht

/-- The central second difference deviates from the second derivative by at most
`M a² / 12`, where `M` bounds the fourth derivative between the neighbouring lattice points. -/
theorem secondDifference_error {ψ : ℝ → ℝ} {M a x : ℝ} (hψ : ContDiff ℝ 4 ψ) (ha : 0 < a)
    (hM : ∀ y ∈ Icc (x - a) (x + a), |iteratedDeriv 4 ψ y| ≤ M) :
    |secondDifference ψ a x - iteratedDeriv 2 ψ x| ≤ M * a ^ 2 / 12 := by
  have hd : ∀ k : ℕ, k < 4 → ∀ y,
      HasDerivAt (iteratedDeriv k ψ) (iteratedDeriv (k + 1) ψ y) y := by
    intro k hk y
    rw [iteratedDeriv_succ]
    exact (hψ.differentiable_iteratedDeriv k (by exact_mod_cast hk) y).hasDerivAt
  have hp : ∀ k : ℕ, k < 4 → ∀ t, HasDerivAt (fun s => iteratedDeriv k ψ (x + s))
      (iteratedDeriv (k + 1) ψ (x + t)) t :=
    fun k hk t => (hd k hk (x + t)).comp_const_add x t
  have hm : ∀ k : ℕ, k < 4 → ∀ t, HasDerivAt (fun s => iteratedDeriv k ψ (x - s))
      (-iteratedDeriv (k + 1) ψ (x - t)) t :=
    fun k hk t => (hd k hk (x - t)).comp_const_sub x t
  -- combinations of the values at `x + s` and `x - s`, each the derivative of the next
  have d3 : ∀ t, HasDerivAt (fun s => iteratedDeriv 3 ψ (x + s) - iteratedDeriv 3 ψ (x - s))
      (iteratedDeriv 4 ψ (x + t) + iteratedDeriv 4 ψ (x - t)) t := fun t =>
    ((hp 3 (by norm_num) t).fun_sub (hm 3 (by norm_num) t)).congr_deriv (by ring)
  have d2 : ∀ t, HasDerivAt (fun s => iteratedDeriv 2 ψ (x + s) + iteratedDeriv 2 ψ (x - s)
      - 2 * iteratedDeriv 2 ψ x)
      (iteratedDeriv 3 ψ (x + t) - iteratedDeriv 3 ψ (x - t)) t := fun t =>
    (((hp 2 (by norm_num) t).fun_add (hm 2 (by norm_num) t)).sub_const _).congr_deriv (by ring)
  have d1 : ∀ t, HasDerivAt (fun s => iteratedDeriv 1 ψ (x + s) - iteratedDeriv 1 ψ (x - s)
      - 2 * s * iteratedDeriv 2 ψ x)
      (iteratedDeriv 2 ψ (x + t) + iteratedDeriv 2 ψ (x - t) - 2 * iteratedDeriv 2 ψ x) t :=
    fun t => (((hp 1 (by norm_num) t).fun_sub (hm 1 (by norm_num) t)).fun_sub
      (((hasDerivAt_id' t).const_mul 2).mul_const _)).congr_deriv (by ring)
  have d0 : ∀ t, HasDerivAt (fun s => iteratedDeriv 0 ψ (x + s) + iteratedDeriv 0 ψ (x - s)
      - 2 * iteratedDeriv 0 ψ x - s ^ 2 * iteratedDeriv 2 ψ x)
      (iteratedDeriv 1 ψ (x + t) - iteratedDeriv 1 ψ (x - t) - 2 * t * iteratedDeriv 2 ψ x) t :=
    fun t => ((((hp 0 (by norm_num) t).fun_add (hm 0 (by norm_num) t)).sub_const _).fun_sub
      ((hasDerivAt_pow 2 t).mul_const _)).congr_deriv (by
        simp only [Nat.reduceSub, Nat.cast_ofNat, Nat.reduceAdd]; ring)
  have b4 : ∀ t ∈ Icc 0 a,
      |iteratedDeriv 4 ψ (x + t) + iteratedDeriv 4 ψ (x - t)| ≤ 2 * M * t ^ 0 := by
    intro t ht
    have h1 := abs_le.1 (hM (x + t) ⟨by linarith [ht.1], by linarith [ht.2]⟩)
    have h2 := abs_le.1 (hM (x - t) ⟨by linarith [ht.2], by linarith [ht.1]⟩)
    rw [pow_zero, mul_one]
    exact abs_le.2 ⟨by linarith [h1.1, h2.1], by linarith [h1.2, h2.2]⟩
  -- four integrations of the bound
  have b3 := abs_le_of_slope_le 0 d3 (by simp only [add_zero, sub_zero]; ring) b4
  have b2 := abs_le_of_slope_le 1 d2 (by simp only [add_zero, sub_zero]; ring) b3
  have b1 := abs_le_of_slope_le 2 d1 (by simp only [add_zero, sub_zero]; ring) b2
  have b0 := abs_le_of_slope_le 3 d0 (by simp only [add_zero, sub_zero]; ring) b1
    a ⟨ha.le, le_rfl⟩
  simp only [iteratedDeriv_zero] at b0
  have ha2 : 0 < a ^ 2 := by positivity
  have e : secondDifference ψ a x - iteratedDeriv 2 ψ x
      = (ψ (x + a) + ψ (x - a) - 2 * ψ x - a ^ 2 * iteratedDeriv 2 ψ x) / a ^ 2 := by
    unfold secondDifference
    rw [eq_div_iff ha2.ne', sub_mul, div_mul_cancel₀ _ ha2.ne']
    ring
  rw [e, abs_div, abs_of_pos ha2, div_le_iff₀ ha2]
  refine b0.trans_eq ?_
  push_cast
  ring

/-- Where the amplitude is nonzero, the matched potential is the only value `u` for which the
lattice Hamiltonian acting on the wave function gives the continuum local energy times the
amplitude. -/
theorem matching_iff {lap lapLat p v u : ℝ} (hp : p ≠ 0) :
    -lapLat / 2 + u * p = localEnergy lap p v * p ↔ u = matchedPotential lap lapLat p v := by
  have key : lapLat / (2 * p) * p = lapLat / 2 := by field_simp
  unfold localEnergy matchedPotential
  constructor
  · intro h
    apply mul_right_cancel₀ hp
    linear_combination h - key
  · rintro rfl
    linear_combination key

/-- An error of at most `δ` in the Laplacian shifts the matched potential by at most
`δ / (2 |p|)` at a point with amplitude `p ≠ 0`. -/
theorem matchedPotential_shift {lap lapLat p v δ : ℝ} (h : |lapLat - lap| ≤ δ) :
    |matchedPotential lap lapLat p v - v| ≤ δ / (2 * |p|) := by
  unfold matchedPotential
  rw [add_sub_cancel_left, abs_div, abs_mul, abs_two]
  gcongr

/-- On a lattice of spacing `a`, exactly one potential value at `x` preserves the local energy
of `ψ`, and it differs from `V x` by at most `M a² / (24 |ψ x|)`. -/
theorem lattice_potential_error {ψ V : ℝ → ℝ} {M a x : ℝ} (hψ : ContDiff ℝ 4 ψ) (ha : 0 < a)
    (hx : ψ x ≠ 0) (hM : ∀ y ∈ Icc (x - a) (x + a), |iteratedDeriv 4 ψ y| ≤ M) :
    ∃ w, (∀ u, -secondDifference ψ a x / 2 + u * ψ x
        = localEnergy (iteratedDeriv 2 ψ x) (ψ x) (V x) * ψ x ↔ u = w) ∧
      |w - V x| ≤ M * a ^ 2 / (24 * |ψ x|) :=
  ⟨matchedPotential (iteratedDeriv 2 ψ x) (secondDifference ψ a x) (ψ x) (V x),
    fun _ => matching_iff hx,
    (matchedPotential_shift (secondDifference_error hψ ha hM)).trans_eq (by ring)⟩

/-- For `ψ y = 1 + y ^ 4` the fourth derivative is `24` everywhere, and at the origin the shift
of the potential equals `M a² / (24 |ψ 0|)` with `M = 24`, for every spacing `a > 0`. -/
theorem lattice_potential_error_sharp {ψ : ℝ → ℝ} (hq : ψ = fun y => 1 + y ^ 4)
    {a : ℝ} (ha : 0 < a) (v : ℝ) :
    (∀ y, iteratedDeriv 4 ψ y = 24) ∧
      |matchedPotential (iteratedDeriv 2 ψ 0) (secondDifference ψ a 0) (ψ 0) v - v|
        = 24 * a ^ 2 / (24 * |ψ 0|) := by
  have i1 : iteratedDeriv 1 ψ = fun y => 4 * y ^ 3 := by
    rw [iteratedDeriv_one, hq]
    exact funext fun y => (((hasDerivAt_pow 4 y).const_add 1).congr_deriv (by
      simp only [Nat.reduceSub, Nat.cast_ofNat])).deriv
  have i2 : iteratedDeriv 2 ψ = fun y => 12 * y ^ 2 := by
    rw [iteratedDeriv_succ, i1]
    exact funext fun y => (((hasDerivAt_pow 3 y).const_mul 4).congr_deriv (by
      simp only [Nat.reduceSub, Nat.cast_ofNat]; ring)).deriv
  have i3 : iteratedDeriv 3 ψ = fun y => 24 * y := by
    rw [iteratedDeriv_succ, i2]
    exact funext fun y => (((hasDerivAt_pow 2 y).const_mul 12).congr_deriv (by
      simp only [Nat.reduceSub, Nat.cast_ofNat]; ring)).deriv
  constructor
  · intro y
    rw [iteratedDeriv_succ, i3]
    exact (((hasDerivAt_id' y).const_mul 24).congr_deriv (by ring)).deriv
  · have h2 : iteratedDeriv 2 ψ 0 = 0 := by rw [i2]; norm_num
    have h0 : ψ 0 = 1 := by rw [hq]; norm_num
    have hD : secondDifference ψ a 0 = 2 * a ^ 2 := by
      unfold secondDifference
      rw [div_eq_iff (pow_ne_zero 2 ha.ne'), hq]
      ring
    have e : matchedPotential 0 (2 * a ^ 2) 1 v - v = a ^ 2 := by
      unfold matchedPotential
      ring
    rw [h2, h0, hD, e, abs_of_nonneg (sq_nonneg a), abs_one]
    ring

/-- The wave function along the `i`-th coordinate axis through the configuration `x`. -/
def axisLine {ι : Type*} [DecidableEq ι] (ψ : (ι → ℝ) → ℝ) (x : ι → ℝ) (i : ι) : ℝ → ℝ :=
  fun t => ψ (Function.update x i t)

/-- In any finite number of coordinates, exactly one potential value at `x` preserves the local
energy on the lattice, and it differs from `V x` by at most `M a² / (24 |ψ x|)` times the number
of coordinates. -/
theorem lattice_potential_error_many {ι : Type*} [Fintype ι] [DecidableEq ι]
    {ψ V : (ι → ℝ) → ℝ} {M a : ℝ} {x : ι → ℝ} (hψ : ContDiff ℝ 4 ψ) (ha : 0 < a)
    (hx : ψ x ≠ 0)
    (hM : ∀ i, ∀ t ∈ Icc (x i - a) (x i + a), |iteratedDeriv 4 (axisLine ψ x i) t| ≤ M) :
    ∃ w, (∀ u, -(∑ i, secondDifference (axisLine ψ x i) a (x i)) / 2 + u * ψ x
        = localEnergy (∑ i, iteratedDeriv 2 (axisLine ψ x i) (x i)) (ψ x) (V x) * ψ x
          ↔ u = w) ∧
      |w - V x| ≤ Fintype.card ι * (M * a ^ 2 / (24 * |ψ x|)) := by
  have hline : ∀ i, ContDiff ℝ 4 (axisLine ψ x i) := by
    intro i
    have hu : ContDiff ℝ 4 (fun t : ℝ => Function.update x i t) := by
      refine contDiff_pi.2 fun j => ?_
      by_cases h : j = i
      · subst h
        simp only [Function.update_self]
        exact contDiff_id
      · simp only [Function.update_of_ne h]
        exact contDiff_const
    exact hψ.comp hu
  -- the discretisation errors of the separate axes add up
  have hsum : |∑ i, secondDifference (axisLine ψ x i) a (x i)
      - ∑ i, iteratedDeriv 2 (axisLine ψ x i) (x i)| ≤ Fintype.card ι * (M * a ^ 2 / 12) := by
    rw [← Finset.sum_sub_distrib]
    refine (Finset.abs_sum_le_sum_abs _ _).trans ?_
    refine (Finset.sum_le_sum fun i _ => secondDifference_error (hline i) ha (hM i)).trans_eq ?_
    simp only [Finset.sum_const, Finset.card_univ, nsmul_eq_mul]
  exact ⟨_, fun _ => matching_iff hx, (matchedPotential_shift hsum).trans_eq (by ring)⟩

end

end LatticeRegularizedPotential
```

```lean
#print axioms LatticeRegularizedPotential.lattice_potential_error
#print axioms LatticeRegularizedPotential.lattice_potential_error_sharp
#print axioms LatticeRegularizedPotential.lattice_potential_error_many
```

```
'LatticeRegularizedPotential.lattice_potential_error' depends on axioms: [propext, Classical.choice, Quot.sound]
'LatticeRegularizedPotential.lattice_potential_error_sharp' depends on axioms: [propext, Classical.choice, Quot.sound]
'LatticeRegularizedPotential.lattice_potential_error_many' depends on axioms: [propext, Classical.choice, Quot.sound]
```

## What the theorems say about the lattice Hamiltonian

The one-dimensional result is `lattice_potential_error`. Its objects correspond to the formulas above as follows.

- `secondDifference ψ a x` is $D_a\psi(x)$, and `iteratedDeriv 2 ψ x` is $\psi''(x)$.
- `localEnergy lap p v` is the local energy as a function of three numbers: the Laplacian value, the amplitude and the potential. The factor $\tfrac12$ fixes the units $\hbar=m=1$.
- `matchedPotential lap lapLat p v` is the formula for $w$, with `lapLat` the lattice value of the Laplacian.

The hypothesis `ContDiff ℝ 4 ψ` asks for four continuous derivatives on the whole line, while `hM` needs the bound $M$ only on $[x-a,x+a]$, the stretch between the two neighbouring lattice points. The conclusion provides a number $w$ such that, for every $u$, the matching equation holds if and only if $u=w$. Setting $u=w$ shows that $w$ solves the equation, and the other direction shows that nothing else does. The second half of the conclusion is the bound.

The potential `V` is an arbitrary function, since only its value at $x$ enters, and $\psi$ need not be an eigenfunction. The condition `hx : ψ x ≠ 0` keeps the point off the nodes, where the local energy is undefined; the bound grows as $1/|\psi(x)|$ when a node is approached with $M$ fixed. The smoothness assumption excludes wave functions with Coulomb cusps.

`lattice_potential_error_sharp` states the equality for $1+y^4$. In `lattice_potential_error_many` a configuration is a function `x : ι → ℝ` on a finite index set, and `axisLine ψ x i` is $\psi$ with all coordinates except the $i$-th held at their values in `x`. One spacing $a$, one mass and one bound $M$ serve all axes. For $N$ particles of equal mass in three dimensions, the factor `Fintype.card ι` is $3N$.

Matching of this kind occurs in lattice-regularised diffusion Monte Carlo, where $\psi$ is the guiding function; the estimate here concerns a single uniform spacing and a $C^4$ function, one point at a time, and does not bound the error of a lattice ground-state energy.

## How the proof follows the four integrations

`abs_le_of_slope_le` is the single integration step: if $f(0)=0$ and $|f'(t)|\le Ct^n$ on $[0,a]$, then $|f(t)|\le Ct^{n+1}/(n+1)$ there. No integral appears in Lean. The proof differentiates the proposed bound, finds $Ct^n$, and applies Mathlib's comparison theorem for a function whose derivative is dominated by that of a boundary function.

`secondDifference_error` is the estimate $Ma^2/12$. The facts `hp` and `hm` differentiate $\psi^{(k)}(x+t)$ and $\psi^{(k)}(x-t)$, the second with its minus sign. From them, `d0` to `d3` establish $g_k'=g_{k+1}$ for $k=0$ to $3$. The bound `b4` is $|g_4|\le 2M$, and `b3`, `b2`, `b1`, `b0` apply the integration step with $n=0,1,2,3$, the last of them at $t=a$. The identity `e` then writes the error as $g_0(a)/a^2$.

`matching_iff` solves the linear equation. In one direction it cancels the nonzero amplitude with `mul_right_cancel₀`; in the other it substitutes the formula for $w$. In both, `linear_combination` does the remaining algebra. `matchedPotential_shift` divides a Laplacian error $\delta$ by $2|p|$, and `lattice_potential_error` joins these three results.

For the sharp example, `i1`, `i2` and `i3` compute the successive derivatives $4y^3$, $12y^2$ and $24y$, and `hD` evaluates the second difference as $2a^2$. In the theorem for several coordinates, `hline` shows that each axis line inherits the $C^4$ property, and `hsum` adds the one-dimensional errors by the triangle inequality. Since `matching_iff` and `matchedPotential_shift` take the Laplacian as a plain number, they apply to the sum over axes unchanged.
